# Rotatory strengths that sum to zero and turn once from positive to negative give a positive Rosenfeld sum below all bands

## Bands, strengths and the sum rule

A molecule is modelled by finitely many absorption bands, labelled by $n$, with excitation energies $E_n$ and real rotatory strengths $R_n$. In terms of the electric and magnetic dipole operators $\boldsymbol\mu$ and $\mathbf m$, the strength of the transition from the ground state $0$ to the state $n$ is $R_n=\operatorname{Im}\,(\langle 0|\boldsymbol\mu|n\rangle\cdot\langle n|\mathbf m|0\rangle)$. Light has frequency $w\ge 0$, measured in energy units. The Rosenfeld sum and the optical rotation of a sample of randomly oriented molecules are

$$S(w)=\sum_n\frac{R_n}{E_n^2-w^2},\qquad \phi(w)=K\,w^2\,S(w),$$

where the constant $K$ collects units and number density. The bands have no width, so $S$ is used only away from the resonances.

Two conditions are placed on the strengths. The first is the sum rule $\sum_n R_n=0$. For a complete set of exact states it follows from the fact that $\boldsymbol\mu\cdot\mathbf m$ has a real ground-state expectation value; for a finite list of bands it is an assumption. The second is a single sign change: there is a cut $c$ with $R_n\ge 0$ whenever $E_n\le c$ and $R_n\le 0$ whenever $E_n>c$.

## The sign of the sum, derived by hand

**Claim.** If the $R_n$ are not all zero and satisfy both conditions, then $S(w)>0$ for every $w\ge 0$ below all the $E_n$.

Since the strengths sum to zero without all vanishing, some band $p$ has $R_p>0$ and some band $k$ has $R_k<0$. The sign pattern puts them on opposite sides of the cut: $E_p\le c<E_k$. In particular $c>w$, so this need not be assumed separately.

Write $g_n=1/(E_n^2-w^2)$. Below all bands these weights are positive and strictly decrease with band energy. Among the bands with $E_n\le c$, let $m$ be one with the smallest weight. The sum rule allows $g_m$ to be subtracted from every weight:

$$\sum_n R_n g_n=\sum_n R_n g_n-g_m\sum_n R_n=\sum_n R_n\,(g_n-g_m).$$

Each term on the right is nonnegative:

- If $E_n\le c$, then $R_n\ge 0$, and $g_n\ge g_m$ by the choice of $m$.
- If $E_n>c$, then $R_n\le 0$, and $g_n<g_m$ because $E_n>c\ge E_m$.

The term $n=k$ is a product of two negative numbers, hence strictly positive, and so $S(w)>0$.

Only the ordering of the weights was used. The growth of $S$ with frequency therefore follows in the same way. For $0\le w<v$, with $v$ below all bands,

$$S(v)-S(w)=(v^2-w^2)\sum_n\frac{R_n}{(E_n^2-v^2)(E_n^2-w^2)},$$

and the new weights again decrease strictly with $E_n$. Hence $S(v)>S(w)>0$. Multiplying by the growing factor $w^2$ and by $K>0$ shows that $\phi$ grows too.

A neighbouring result comes from the choice $g_n=E_n^{-2j-2}$ with $j=0,1,2,\dots$ and positive energies: every coefficient in the expansion of $S$ in powers of $w^2$ is positive.

## An exciton dimer

Consider identical chromophores with transition dipoles $\boldsymbol\mu_i$ at positions $\mathbf r_i$ and no intrinsic magnetic moments. Diagonalising the real site Hamiltonian gives orthonormal coefficients $C_{in}$ and, with magnetic moments evaluated at the common site energy, strengths proportional to $\sum_{ij}C_{in}C_{jn}\,(\mathbf r_i-\mathbf r_j)\cdot(\boldsymbol\mu_i\times\boldsymbol\mu_j)$. Summing over $n$ replaces $C_{in}C_{jn}$ by $\delta_{ij}$, and the result vanishes, so the sum rule holds in this finite model.

For two chromophores with site energy $\varepsilon$ and coupling $0<V<\varepsilon$, the bands lie at $a=\varepsilon-V$ and $b=\varepsilon+V$, with strengths $r$ and $-r$. Then

$$S(w)=\frac{r\,(b^2-a^2)}{(a^2-w^2)(b^2-w^2)}=\frac{4\varepsilon V r}{(a^2-w^2)(b^2-w^2)}.$$

Below both bands the sign is that of $r$, the strength of the lower one. For larger aggregates in this model of unbroadened lines, add the strengths of degenerate bands and list the results in order of energy. If this list changes sign exactly once, the sign of $S$ below all bands is that of its first nonzero entry.

## Definitions in Lean

```lean
import Mathlib

open Finset

namespace OpticalActivity

noncomputable section

variable {ι : Type*} [Fintype ι]
```

The finite type `ι` labels the bands, and `R` and `E` are real functions on it. Degenerate bands are allowed.

```lean
/-- The Rosenfeld sum `∑ R n / (E n ^ 2 - w ^ 2)` over bands with rotatory strengths `R n` and
energies `E n`, at light frequency `w` (in energy units) with `w ^ 2 ≠ E n ^ 2` for all `n`. -/
def rosenfeldSum (R E : ι → ℝ) (w : ℝ) : ℝ :=
  ∑ n, R n / (E n ^ 2 - w ^ 2)

/-- The optical rotation `K w ^ 2 ∑ R n / (E n ^ 2 - w ^ 2)`, with a constant `K` for units and
number density, at a frequency `w` with `w ^ 2 ≠ E n ^ 2` for all `n`. -/
def opticalRotation (K : ℝ) (R E : ι → ℝ) (w : ℝ) : ℝ :=
  K * w ^ 2 * rosenfeldSum R E w
```

These are $S(w)$ and $\phi(w)$. The strengths enter as given real numbers; no wavefunctions or dipole operators appear.

```lean
/-- Bands with energy up to `c` have nonnegative rotatory strength, and bands above `c` have
nonpositive rotatory strength. -/
def SingleSignChange (R E : ι → ℝ) (c : ℝ) : Prop :=
  (∀ n, E n ≤ c → 0 ≤ R n) ∧ (∀ n, c < E n → R n ≤ 0)
```

This is the sign pattern with cut `c`. Bands of zero strength may sit on either side.

## Positive and negative bands both occur

```lean
/-- If the rotatory strengths sum to zero and are not all zero, some band has a positive strength
and some band has a negative one. -/
theorem exists_pos_and_neg_band {R : ι → ℝ} (hsum : ∑ n, R n = 0) (hne : R ≠ 0) :
    (∃ n, 0 < R n) ∧ (∃ n, R n < 0) := by
  constructor
  · by_contra h
    have h' : ∀ n, R n ≤ 0 := fun n => not_lt.1 (fun hn => h ⟨n, hn⟩)
    apply hne
    funext n
    exact (Finset.sum_eq_zero_iff_of_nonpos (fun n _ => h' n)).1 hsum n (Finset.mem_univ n)
  · by_contra h
    have h' : ∀ n, 0 ≤ R n := fun n => not_lt.1 (fun hn => h ⟨n, hn⟩)
    apply hne
    funext n
    exact (Finset.sum_eq_zero_iff_of_nonneg (fun n _ => h' n)).1 hsum n (Finset.mem_univ n)
```

The hypothesis `hne : R ≠ 0` says that the strengths are not all zero. Together with the sum rule `hsum` it forces at least two bands. Each half of the proof is by contradiction: if no strength were positive, all would be nonpositive with zero sum, so each would vanish. The other half exchanges the signs.

## Any weights that decrease with energy

```lean
/-- Let the rotatory strengths sum to zero, not all vanish, and change sign once, from positive
to negative. Then their sum with any weights that strictly decrease with band energy is
positive. -/
theorem weighted_sum_pos {R E : ι → ℝ} {c : ℝ} (hsum : ∑ n, R n = 0) (hne : R ≠ 0)
    (hR : SingleSignChange R E c) (g : ι → ℝ) (hg : ∀ m n, E m < E n → g n < g m) :
    0 < ∑ n, R n * g n := by
  obtain ⟨⟨p, hp⟩, ⟨k, hk⟩⟩ := exists_pos_and_neg_band hsum hne
  obtain ⟨hlow, hhigh⟩ := hR
  have hpc : E p ≤ c := not_lt.1 (fun h => absurd (hhigh p h) (not_le.2 hp))
  have hkc : c < E k := not_le.1 (fun h => absurd (hlow k h) (not_le.2 hk))
  -- the smallest weight among the low-energy bands serves as reference
  obtain ⟨m, hm, hmin⟩ := Finset.exists_min_image
    (Finset.univ.filter (fun n => E n ≤ c)) g ⟨p, by simp [hpc]⟩
  have hmc : E m ≤ c := (Finset.mem_filter.1 hm).2
  -- the sum rule lets us subtract it from every weight
  have key : ∑ n, R n * g n = ∑ n, R n * (g n - g m) := by
    simp only [mul_sub, Finset.sum_sub_distrib, ← Finset.sum_mul, hsum, zero_mul, sub_zero]
  rw [key]
  refine Finset.sum_pos' (fun n _ => ?_) ⟨k, Finset.mem_univ k, ?_⟩
  · rcases le_or_gt (E n) c with h | h
    · exact mul_nonneg (hlow n h) (sub_nonneg.2 (hmin n (by simp [h])))
    · have h1 := hg m n (lt_of_le_of_lt hmc h)
      nlinarith [mul_nonneg (neg_nonneg.2 (hhigh n h)) (sub_nonneg.2 h1.le)]
  · have h1 := hg m k (lt_of_le_of_lt hmc hkc)
    exact mul_pos_of_neg_of_neg hk (sub_neg.2 h1)
```

The weights `g` are arbitrary real numbers, one per band, subject only to `hg`: a higher energy means a strictly smaller weight. Nothing is required of bands with equal energies.

The proof follows the derivation above. The bands `p` and `k` are placed on their sides of the cut by `hpc` and `hkc`. `Finset.exists_min_image` picks the low band `m` of smallest weight, with `p` showing that there are low bands to choose from. The equation `key` is the subtraction permitted by the sum rule. `Finset.sum_pos'` then asks for nonnegative terms, supplied by the two cases of `rcases`, and one strictly positive term, supplied by `k`.

## The Rosenfeld sum below and above the bands

```lean
/-- If the rotatory strengths sum to zero, not all vanish, and, with increasing band energy, change
sign once, from positive to negative, then the Rosenfeld sum is positive at every frequency below
all bands. -/
theorem rosenfeldSum_pos {R E : ι → ℝ} {c w : ℝ} (hsum : ∑ n, R n = 0) (hne : R ≠ 0)
    (hR : SingleSignChange R E c) (hw : 0 ≤ w) (hE : ∀ n, w < E n) :
    0 < rosenfeldSum R E w := by
  have h := weighted_sum_pos hsum hne hR (fun n => 1 / (E n ^ 2 - w ^ 2)) (by
    intro m n hmn
    have hm := hE m
    exact one_div_lt_one_div_of_lt (by nlinarith) (by nlinarith))
  simpa only [rosenfeldSum, mul_one_div] using h
```

This is the claim. The hypothesis `hE` places `w` below every band and, with `hw`, makes all energies positive. The only new work is to check that $1/(E_n^2-w^2)$ decreases with energy: the denominators are positive and increasing.

```lean
/-- If the rotatory strengths sum to zero, not all vanish, and change sign once, from positive to
negative with increasing band energy, and all band energies are positive, then the Rosenfeld sum is
positive at every frequency above all bands. -/
theorem rosenfeldSum_pos_above {R E : ι → ℝ} {c w : ℝ} (hsum : ∑ n, R n = 0) (hne : R ≠ 0)
    (hR : SingleSignChange R E c) (hpos : ∀ n, 0 < E n) (hE : ∀ n, E n < w) :
    0 < rosenfeldSum R E w := by
  have h := weighted_sum_pos hsum hne hR (fun n => 1 / (E n ^ 2 - w ^ 2)) (by
    intro m n hmn
    have hm := hpos m
    have hn := hpos n
    have hnw := hE n
    exact one_div_lt_one_div_of_neg_of_lt (by nlinarith) (by nlinarith))
  simpa only [rosenfeldSum, mul_one_div] using h
```

Above all bands every denominator is negative, but the denominators still increase with energy, so their reciprocals still decrease and the sum is again positive. Positive energies are now assumed through `hpos`, since `hE` no longer implies them. A real molecule has an ionisation continuum, so this region belongs to the finite list of bands.

## Growth with frequency

```lean
/-- If the rotatory strengths sum to zero, not all vanish, and change sign once, from positive to
negative with increasing band energy, then the Rosenfeld sum grows strictly with frequency `≥ 0`
below all bands. -/
theorem rosenfeldSum_lt {R E : ι → ℝ} {c w v : ℝ} (hsum : ∑ n, R n = 0) (hne : R ≠ 0)
    (hR : SingleSignChange R E c) (hw : 0 ≤ w) (hwv : w < v) (hE : ∀ n, v < E n) :
    rosenfeldSum R E w < rosenfeldSum R E v := by
  have hv : ∀ n, 0 < E n ^ 2 - v ^ 2 := fun n => by nlinarith [hE n]
  have hw' : ∀ n, 0 < E n ^ 2 - w ^ 2 := fun n => by nlinarith [hE n, hv n]
  have h := weighted_sum_pos hsum hne hR
    (fun n => 1 / ((E n ^ 2 - v ^ 2) * (E n ^ 2 - w ^ 2))) (by
      intro m n hmn
      have hm := hE m
      have hsq : E m ^ 2 < E n ^ 2 := by nlinarith
      exact one_div_lt_one_div_of_lt (mul_pos (hv m) (hw' m))
        (mul_lt_mul'' (by linarith) (by linarith) (hv m).le (hw' m).le))
  -- the change with frequency is again a sum with decreasing weights
  have key : rosenfeldSum R E v - rosenfeldSum R E w = (v ^ 2 - w ^ 2) *
      ∑ n, R n * (1 / ((E n ^ 2 - v ^ 2) * (E n ^ 2 - w ^ 2))) := by
    unfold rosenfeldSum
    rw [← Finset.sum_sub_distrib, Finset.mul_sum]
    refine Finset.sum_congr rfl (fun n _ => ?_)
    have h1 := (hv n).ne'
    have h2 := (hw' n).ne'
    field_simp
    ring
  have hd : 0 < v ^ 2 - w ^ 2 := by nlinarith
  have hprod := mul_pos hd h
  linarith
```

The facts `hv` and `hw'` make the denominators positive at both frequencies. Here `h` applies the general theorem to the product weights, and `key` is the difference formula, proved term by term with `field_simp` and `ring`. Multiplying by $v^2-w^2>0$ finishes the argument.

```lean
/-- If the rotatory strengths sum to zero, not all vanish, and change sign once, from positive to
negative with increasing band energy, then for `K > 0` the optical rotation grows strictly with
frequency `≥ 0` below all bands. -/
theorem opticalRotation_lt {R E : ι → ℝ} {c w v K : ℝ} (hK : 0 < K) (hsum : ∑ n, R n = 0)
    (hne : R ≠ 0) (hR : SingleSignChange R E c) (hw : 0 ≤ w) (hwv : w < v)
    (hE : ∀ n, v < E n) :
    opticalRotation K R E w < opticalRotation K R E v := by
  have h1 := rosenfeldSum_pos hsum hne hR hw (fun n => hwv.trans (hE n))
  have h2 := rosenfeldSum_lt hsum hne hR hw hwv hE
  have hsq : w ^ 2 < v ^ 2 := by nlinarith
  have h3 := mul_lt_mul'' hsq h2 (sq_nonneg w) h1.le
  have h4 := mul_lt_mul_of_pos_left h3 hK
  unfold opticalRotation
  linarith
```

The proof multiplies the inequalities $w^2<v^2$ and $S(w)<S(v)$, using $S(w)>0$, and then multiplies by `K`. The condition `0 < K` fixes the sign convention for the rotation; a negative constant would reverse the inequality. Since the rotation vanishes at $w=0$, taking `w` to be zero shows that it is positive at every `v > 0` below all bands.

## Two bands and three bands

```lean
/-- The Rosenfeld sum of a couplet, two bands of opposite rotatory strengths `r` and `-r`, in
closed form away from both resonances. -/
theorem rosenfeldSum_couplet (r a b w : ℝ) (ha : a ^ 2 - w ^ 2 ≠ 0) (hb : b ^ 2 - w ^ 2 ≠ 0) :
    rosenfeldSum ![r, -r] ![a, b] w =
      r * (b ^ 2 - a ^ 2) / ((a ^ 2 - w ^ 2) * (b ^ 2 - w ^ 2)) := by
  simp only [rosenfeldSum, Fin.sum_univ_two, Matrix.cons_val_zero, Matrix.cons_val_one]
  field_simp
  ring
```

The closed form for a couplet needs only that `w` avoids both resonances, so it also holds between the bands, where the sign is reversed. The two fractions are put over a common denominator.

```lean
/-- Three bands at energies 3, 4, 7 with strengths 1, -3, 2 obey the sum rule and have a positive
lowest band, yet their Rosenfeld sum at frequency 1 is negative. -/
theorem lowest_band_not_enough :
    ∑ n, (![1, -3, 2] : Fin 3 → ℝ) n = 0 ∧
      rosenfeldSum ![1, -3, 2] ![3, 4, 7] 1 = -1 / 30 := by
  constructor
  · norm_num [Fin.sum_univ_succ]
  · norm_num [rosenfeldSum, Fin.sum_univ_succ]

end

end OpticalActivity
```

Here the strengths have signs $+,-,+$ in order of energy, so no cut exists. The sum at $w=1$ is

$$\frac18-\frac{3}{15}+\frac{2}{48}=-\frac1{30},$$

which is negative although the lowest band is positive. With two sign changes, the lowest band alone does not determine the sign.

```lean
#print axioms OpticalActivity.rosenfeldSum_lt
#print axioms OpticalActivity.opticalRotation_lt
#print axioms OpticalActivity.rosenfeldSum_couplet
#print axioms OpticalActivity.lowest_band_not_enough
```

```
'OpticalActivity.rosenfeldSum_lt' depends on axioms: [propext, Classical.choice, Quot.sound]
'OpticalActivity.opticalRotation_lt' depends on axioms: [propext, Classical.choice, Quot.sound]
'OpticalActivity.rosenfeldSum_couplet' depends on axioms: [propext, Classical.choice, Quot.sound]
'OpticalActivity.lowest_band_not_enough' depends on axioms: [propext, Classical.choice, Quot.sound]
```
